# In the Z/2 toric code on an L × L torus with L ≥ 2, a horizontal loop overlaps evenly with every star but is not a sum of plaquettes

To split the ground states of the toric code into two sectors in a small simulation, I first set all star and plaquette operators to $+1$, and then also fix the sign of a product of Pauli $Z$ around a horizontal loop. (Selecting a single state takes a further condition, such as the sign of the product of $Z$ around a vertical loop.) Fixing the sign of the horizontal loop makes sense only if the loop operator commutes with all the stabilizers and is not already a product of plaquette operators. I also leave out one star and one plaquette from the list of conditions, because the product of all operators of each kind is the identity.

The pictures of overlapping edges are convincing, but on a $2\times2$ torus, where the left and right neighbours of a site coincide, I trust them less. Can these statements be derived rigorously for every $L\ge 2$ and checked by machine?

## Counting shared edges modulo 2

Yes. Everything reduces to parities of edge overlaps.

Label the sites by pairs $p=(p_1,p_2)$ with entries in $\mathbb Z/L$, and let $e_x=(1,0)$ and $e_y=(0,1)$. From each site $p$ one horizontal edge runs to the right and one vertical edge runs up. A set of edges is a vector over $\mathbb Z/2$; write $h_p$ and $v_p$ for the vectors of these two single edges. The dot product of two vectors is the parity of the number of shared edges. The star $A_p$ and the plaquette $B_p$ are

$$A_p=h_p+h_{p-e_x}+v_p+v_{p-e_y},\qquad B_p=h_p+h_{p+e_y}+v_p+v_{p+e_x}.$$

**Non-zero generators.** For $L\ge2$ we have $1\ne0$ in $\mathbb Z/L$, so $p-e_x\neq p$ and $p+e_y\ne p$. The horizontal edge at $p$ therefore occurs exactly once in $A_p$ and once in $B_p$.

**Even overlap.** Let $[\,\cdot\,]$ be 1 if the condition holds and 0 otherwise. The horizontal edges contribute to $A_s\cdot B_p$

$$[s=p]+[s=p+e_y]+[s=p+e_x]+[s=p+e_x+e_y],$$

and the vertical edges contribute the same four terms. The total is zero modulo 2, whichever sites coincide.

**Sums of all generators.** Translation permutes the sites, so $\sum_p h_{p-e_x}=\sum_p h_p$, and similarly for the other shifts. Hence

$$\sum_p A_p=2\sum_p h_p+2\sum_p v_p=0,$$

and the same calculation gives $\sum_p B_p=0$.

**The loop and its dual.** Let $\ell_y$ contain the horizontal edges at height $y$, and let $d_x$ contain the horizontal edges that start in column $x$. Steps along $e_x$ preserve height and steps along $e_y$ preserve the column, so

$$A_s\cdot\ell_y=2[s_2=y]=0,\qquad d_x\cdot B_p=2[p_1=x]=0.$$

The only edge shared by $d_x$ and $\ell_y$ starts at $(x,y)$, which gives $d_x\cdot\ell_y=1$. By linearity $d_x$ is orthogonal to every sum of plaquettes. Since it is not orthogonal to $\ell_y$, the loop is no such sum.

**Operators.** Let $c$ be a configuration of the edge qubits in the $Z$ basis. Define $(X_a\psi)(c)=\psi(c+a)$ and $(Z_b\psi)(c)=(-1)^{c\cdot b}\psi(c)$. Then

$$(X_aZ_b\psi)(c)=(-1)^{(c+a)\cdot b}\psi(c+a)=(-1)^{a\cdot b}(Z_bX_a\psi)(c).$$

Even overlap means that the operators commute, and odd overlap that they anticommute. Two $X$ strings always commute with each other, and so do two $Z$ strings. So $Z_{\ell_y}$ commutes with every star operator $X_{A_s}$, while $X_{d_x}$ commutes with every plaquette operator $Z_{B_p}$ and anticommutes with $Z_{\ell_y}$. The definitions also give $X_aX_{a'}=X_{a+a'}$ and $Z_bZ_{b'}=Z_{b+b'}$, and different $b$ give different $Z_b$. Hence the product of all star operators is the identity, so is the product of all plaquette operators, and $Z_{\ell_y}$ is not a product of plaquette operators. This step from sums of vectors to products of operators, like the commuting of two $X$ or two $Z$ strings, is done here by hand and is not in the Lean code.

This justifies the extra condition in the simulation: if $\psi$ satisfies all stabilizer conditions and has loop sign $\lambda$, then $X_{d_x}\psi$ satisfies them too and has loop sign $-\lambda$. Such a state exists with $\lambda=+1$: let $\psi(c)=1$ if $c$ is a sum of stars and $\psi(c)=0$ otherwise. Adding a star does not change whether $c$ is a sum of stars, and every such $c$ overlaps evenly with all plaquettes and with $\ell_y$. These consequences for states are short arguments by hand, not theorems of the file below.

## The Lean file

```lean
import Mathlib

open Matrix

namespace ToricCode

noncomputable section

/-- Sites of the L by L torus. -/
abbrev Site (L : ℕ) := ZMod L × ZMod L

/-- Edges: `inl p` runs from site `p` one step to the right, `inr p` one step up. -/
abbrev Edge (L : ℕ) := Site L ⊕ Site L

/-- Sets of edges, written as vectors over Z/2. -/
abbrev Chain (L : ℕ) := Edge L → ZMod 2

/-- The unit step to the right. -/
def ex (L : ℕ) : Site L := (1, 0)

/-- The unit step up. -/
def ey (L : ℕ) : Site L := (0, 1)

variable {L : ℕ}

/-- The chain consisting of a single edge. -/
def link (e : Edge L) : Chain L := Pi.single e 1

/-- The star of a site: the four edges that meet there. -/
def vertexStar (p : Site L) : Chain L :=
  link (.inl p) + link (.inl (p - ex L)) + link (.inr p) + link (.inr (p - ey L))

/-- The plaquette with lower left corner `p`: the four edges around the face. -/
def plaquette (p : Site L) : Chain L :=
  link (.inl p) + link (.inl (p + ey L)) + link (.inr p) + link (.inr (p + ex L))

/-- The horizontal loop around the torus at height `y`. -/
def loop (y : ZMod L) : Chain L
  | .inl q => if q.2 = y then 1 else 0
  | .inr _ => 0

/-- The dual loop: all horizontal edges that start in column `x`. -/
def dualLoop (x : ZMod L) : Chain L
  | .inl q => if q.1 = x then 1 else 0
  | .inr _ => 0

lemma link_apply (e f : Edge L) : link e f = if f = e then 1 else 0 := by
  simp [link, Pi.single_apply]

/-- For L at least 2 no star and no plaquette is the empty chain. -/
theorem generators_ne_zero (hL : 2 ≤ L) (p : Site L) :
    vertexStar p ≠ 0 ∧ plaquette p ≠ 0 := by
  have : Fact (1 < L) := ⟨hL⟩
  have one_ne : (1 : ZMod L) ≠ 0 := one_ne_zero
  -- neighbouring sites are distinct
  have hx : p ≠ p - ex L := fun h => by
    have h1 : p.1 = p.1 - 1 := congrArg Prod.fst h
    exact one_ne (by linear_combination h1)
  have hy : p ≠ p + ey L := fun h => by
    have h1 : p.2 = p.2 + 1 := congrArg Prod.snd h
    exact one_ne (by linear_combination -h1)
  constructor
  · intro h
    have h0 := congrFun h (.inl p)
    simp only [vertexStar, Pi.add_apply, link_apply, Sum.inl.injEq, reduceCtorEq,
      if_true, if_false, hx, add_zero, Pi.zero_apply] at h0
    exact absurd h0 (by decide)
  · intro h
    have h0 := congrFun h (.inl p)
    simp only [plaquette, Pi.add_apply, link_apply, Sum.inl.injEq, reduceCtorEq,
      if_true, if_false, hy, add_zero, Pi.zero_apply] at h0
    exact absurd h0 (by decide)

variable [NeZero L]

lemma link_dot (e : Edge L) (c : Chain L) : link e ⬝ᵥ c = c e := by
  simp [link]

lemma dot_link (e : Edge L) (c : Chain L) : c ⬝ᵥ link e = c e := by
  simp [link]

/-- Every star shares an even number of edges with every plaquette. -/
theorem star_dot_plaquette (s p : Site L) : vertexStar s ⬝ᵥ plaquette p = 0 := by
  simp only [vertexStar, add_dotProduct, link_dot]
  -- the eight possible coincidences of edges match in pairs
  simp only [plaquette, Pi.add_apply, link_apply, Sum.inl.injEq, Sum.inr.injEq,
    reduceCtorEq, if_false, sub_eq_iff_eq_add, add_right_comm p (ey L) (ex L),
    add_zero, zero_add]
  split_ifs <;> decide

/-- The sum of all stars vanishes, and so does the sum of all plaquettes. -/
theorem sum_generators :
    ∑ p : Site L, vertexStar p = 0 ∧ ∑ p : Site L, plaquette p = 0 := by
  have h2 : ∀ c : Chain L, c + c = 0 := fun c =>
    funext fun e => CharTwo.add_self_eq_zero (c e)
  -- a sum over all sites does not change under translation
  have sub (f : Site L → Chain L) (d : Site L) : ∑ q, f (q - d) = ∑ q, f q :=
    Equiv.sum_comp (Equiv.subRight d) f
  have add (f : Site L → Chain L) (d : Site L) : ∑ q, f (q + d) = ∑ q, f q :=
    Equiv.sum_comp (Equiv.addRight d) f
  constructor
  · simp only [vertexStar, Finset.sum_add_distrib]
    rw [sub (fun q => link (.inl q)), sub (fun q => link (.inr q)), h2, zero_add, h2]
  · simp only [plaquette, Finset.sum_add_distrib]
    rw [add (fun q => link (.inl q)), add (fun q => link (.inr q)), h2, zero_add, h2]

/-- A horizontal loop shares an even number of edges with every star. -/
theorem star_dot_loop (s : Site L) (y : ZMod L) : vertexStar s ⬝ᵥ loop y = 0 := by
  have h : (s - ex L).2 = s.2 := by simp [ex]
  simp only [vertexStar, add_dotProduct, link_dot, loop, h, add_zero]
  exact CharTwo.add_self_eq_zero _

/-- A dual loop shares an even number of edges with every plaquette. -/
theorem dualLoop_dot_plaquette (x : ZMod L) (p : Site L) :
    dualLoop x ⬝ᵥ plaquette p = 0 := by
  have h : (p + ey L).1 = p.1 := by simp [ey]
  simp only [plaquette, dotProduct_add, dot_link, dualLoop, h, add_zero]
  exact CharTwo.add_self_eq_zero _

/-- A dual loop and a horizontal loop share an odd number of edges. -/
theorem dualLoop_dot_loop (x y : ZMod L) : dualLoop x ⬝ᵥ loop y = 1 := by
  -- the only shared edge starts at the site (x, y)
  rw [dotProduct, Finset.sum_eq_single (Sum.inl (x, y) : Edge L)]
  · simp [dualLoop, loop]
  · rintro (⟨a, b⟩ | q) _ hne
    · by_cases ha : a = x
      · have hb : b ≠ y := fun hb => hne (by rw [ha, hb])
        simp [loop, hb]
      · simp [dualLoop, ha]
    · simp [dualLoop]
  · intro h
    exact absurd (Finset.mem_univ _) h

/-- **Toric code over Z/2, for L at least 2.** Stars and plaquettes are non-zero and overlap evenly,
each kind sums to zero, and every horizontal loop is orthogonal to all stars without being a sum of
plaquettes. -/
theorem toric_code (hL : 2 ≤ L) :
    (∀ p : Site L, vertexStar p ≠ 0 ∧ plaquette p ≠ 0) ∧
    (∀ s p : Site L, vertexStar s ⬝ᵥ plaquette p = 0) ∧
    (∑ p : Site L, vertexStar p = 0 ∧ ∑ p : Site L, plaquette p = 0) ∧
    ∀ y : ZMod L, (∀ s, vertexStar s ⬝ᵥ loop y = 0) ∧
      loop y ∉ Submodule.span (ZMod 2) (Set.range (plaquette (L := L))) := by
  refine ⟨generators_ne_zero hL, star_dot_plaquette, sum_generators,
    fun y => ⟨fun s => star_dot_loop s y, fun hy => ?_⟩⟩
  -- the dual loop is orthogonal to all sums of plaquettes, but not to the loop
  have key : ∀ c ∈ Submodule.span (ZMod 2) (Set.range (plaquette (L := L))),
      dualLoop 0 ⬝ᵥ c = 0 := by
    intro c hc
    induction hc using Submodule.span_induction with
    | mem c hc =>
      obtain ⟨p, rfl⟩ := hc
      exact dualLoop_dot_plaquette 0 p
    | zero => exact dotProduct_zero _
    | add a b _ _ ha hb => rw [dotProduct_add, ha, hb, add_zero]
    | smul r a _ ha => rw [dotProduct_smul, ha, smul_zero]
  have h := key _ hy
  rw [dualLoop_dot_loop] at h
  exact absurd h (by decide)

/-- The sign +1 for even and -1 for odd parity. -/
def sgn (t : ZMod 2) : ℂ := if t = 0 then 1 else -1

lemma sgn_add (s t : ZMod 2) : sgn (s + t) = sgn s * sgn t := by
  have h : ∀ u : ZMod 2, u = 0 ∨ u = 1 := by decide
  have h11 : (1 : ZMod 2) + 1 = 0 := by decide
  rcases h s with rfl | rfl <;> rcases h t with rfl | rfl
  all_goals first | rw [h11]; simp [sgn] | simp [sgn]

/-- The product of Pauli X over the edges of `a`, acting on wavefunctions of the qubits. -/
def pauliX (a : Chain L) : Module.End ℂ (Chain L → ℂ) where
  toFun ψ c := ψ (c + a)
  map_add' _ _ := rfl
  map_smul' _ _ := rfl

/-- The product of Pauli Z over the edges of `b`, acting on wavefunctions of the qubits. -/
def pauliZ (b : Chain L) : Module.End ℂ (Chain L → ℂ) where
  toFun ψ c := sgn (c ⬝ᵥ b) * ψ c
  map_add' _ _ := funext fun _ => mul_add _ _ _
  map_smul' r ψ := by
    funext c
    simp only [Pi.smul_apply, smul_eq_mul, RingHom.id_apply]
    ring

/-- Exchanging an X string with a Z string gives the sign of their overlap parity. -/
theorem pauliX_mul_pauliZ (a b : Chain L) :
    pauliX a * pauliZ b = sgn (a ⬝ᵥ b) • (pauliZ b * pauliX a) := by
  refine LinearMap.ext fun ψ => funext fun c => ?_
  change sgn ((c + a) ⬝ᵥ b) * ψ (c + a) = sgn (a ⬝ᵥ b) * (sgn (c ⬝ᵥ b) * ψ (c + a))
  rw [add_dotProduct, sgn_add]
  ring

/-- Star and plaquette operators commute; the Z loop commutes with the stars, the dual X
loop commutes with the plaquettes, and these two loop operators anticommute. -/
theorem logical_operators (s p : Site L) (x y : ZMod L) :
    Commute (pauliX (vertexStar s)) (pauliZ (plaquette p)) ∧
    Commute (pauliX (vertexStar s)) (pauliZ (loop y)) ∧
    Commute (pauliX (dualLoop x)) (pauliZ (plaquette p)) ∧
    pauliX (dualLoop x) * pauliZ (loop y) = -(pauliZ (loop y) * pauliX (dualLoop x)) := by
  have comm (a b : Chain L) (h : a ⬝ᵥ b = 0) : Commute (pauliX a) (pauliZ b) := by
    have h1 := pauliX_mul_pauliZ a b
    rw [h, show sgn 0 = 1 by simp [sgn], one_smul] at h1
    exact h1
  refine ⟨comm _ _ (star_dot_plaquette s p), comm _ _ (star_dot_loop s y),
    comm _ _ (dualLoop_dot_plaquette x p), ?_⟩
  rw [pauliX_mul_pauliZ, dualLoop_dot_loop, show sgn 1 = -1 by simp [sgn]]
  -- compare the amplitudes of both sides
  refine LinearMap.ext fun ψ => funext fun c => ?_
  exact neg_one_mul ((pauliZ (loop y) * pauliX (dualLoop x)) ψ c)

end

end ToricCode
```

```lean
#print axioms ToricCode.toric_code
#print axioms ToricCode.logical_operators
```

```
'ToricCode.toric_code' depends on axioms: [propext, Classical.choice, Quot.sound]
'ToricCode.logical_operators' depends on axioms: [propext, Classical.choice, Quot.sound]
```

## What the theorems say about the lattice and the qubits

`Site L` is the periodic lattice. `Edge L` is two copies of it, with `inl p` for the horizontal and `inr p` for the vertical edge at `p`. A `Chain L` assigns 0 or 1 to each edge, and `⬝ᵥ` is the overlap parity. The same type serves for the support of a Pauli string and for a basis configuration of the qubits. `NeZero L` makes the torus finite.

For every $L\ge2$, `toric_code` states four things:

- every star and every plaquette is non-zero;
- every star is orthogonal to every plaquette;
- all stars sum to zero, and so do all plaquettes;
- for each height `y`, the loop is orthogonal to every star and lies outside the `Submodule.span` of the plaquettes over $\mathbb Z/2$, which is the set of all their sums.

`logical_operators` gives the commutation relations on complex wavefunctions `Chain L → ℂ`. The convention is $X$ for stars and $Z$ for plaquettes, and `sgn` turns a parity into a sign. The wavefunctions need not be normalised. This theorem holds for $L=1$ as well.

For a noiseless code on a finite square torus, these relations provide one pair of anticommuting logical operators. The full toric code encodes two qubits. One way to establish that is to prove that the two relations among the generators are the only ones, which leaves $2L^2-2$ independent stabilizers on $2L^2$ qubits. The file contains neither this count nor the second logical pair, and it has no Hamiltonian, energy gap, code distance or error threshold.

## How the proof follows the edge count

`generators_ne_zero` assumes that a star or plaquette vanishes and evaluates it at `inl p`. The inequalities `hx` and `hy` say that neighbouring sites differ, so the value is 1, a contradiction.

`link_dot` and `dot_link` say that the dot product with a single edge reads off the value there. In `star_dot_plaquette` this turns the overlap into the eight indicator terms above. The rewriting moves each shift to the plaquette side and identifies the two orders of adding $e_x$ and $e_y$; `split_ifs <;> decide` then checks the parity in every case.

In `sum_generators`, the local facts `sub` and `add` express translation invariance of a sum over sites, and `h2` is $c+c=0$. The lemmas `star_dot_loop` and `dualLoop_dot_plaquette` use the preserved height and column to obtain two equal terms. `dualLoop_dot_loop` reduces the sum over edges to the single edge at `(x, y)`.

For the last clause of `toric_code`, the dual loop in column 0 is the witness. The statement `key` extends its orthogonality from single plaquettes to their whole span by induction over zero, sums and scalar multiples. If the loop were in the span, `key` would give overlap 0, whereas `dualLoop_dot_loop` gives 1.

`pauliX_mul_pauliZ` compares amplitudes at a configuration `c`, using `sgn_add` to split the sign. `logical_operators` inserts the parities already found.

## The one-site torus, and dual loops

The condition $L\ge2$ is needed for the generators to be non-zero. At $L=1$ there is one site and every shift returns to it, so $A_p=2h_p+2v_p=0$, and likewise $B_p=0$. Both stabilizers are then the identity and impose no condition. The other clauses survive.

The same argument with the roles exchanged shows that a dual loop $d_x$ is not a sum of stars: every sum of stars is orthogonal to $\ell_y$, but $d_x\cdot\ell_y=1$.
